# A three-term recurrence started at 1 that vanishes at site N gives an eigenvector of the N × N Jacobi matrix

An electron moves on a chain of sites 0, 1, 2, ... with real site energies a_k. Neighbouring sites k and k+1 are coupled by a real, nonzero hopping element b_(k+1). Pick a trial energy t, set the amplitude on the first site to 1, and let the Schrödinger equation generate the amplitudes q_1, q_2, ... one after another. If the chain is now cut after N sites, is t one of its energy levels? It is if the amplitude on the first missing site, q_N, happens to be zero. The amplitudes on the remaining sites then form the orbital.

The same recurrence generates polynomials that are orthonormal with respect to some measure of total weight 1, with t as the variable and q_k as the value of the k-th polynomial at t. In that reading, zeros of a polynomial are eigenvalues of a matrix.

```lean
import Mathlib

open Matrix

namespace JacobiMatrixEigenvectors
```

## The recurrence along the chain

The amplitudes obey

q_0 = 1

t q_0 = a_0 q_0 + b_1 q_1

t q_(k+1) = b_(k+1) q_k + a_(k+1) q_(k+1) + b_(k+2) q_(k+2), for k ≥ 0.

The structure `ThreeTerm a b t q` is the proposition that these three lines hold. The energy t is a fixed real number and q is a sequence of reals, not of polynomials. The value `b 0` is never used. No coupling is required to be nonzero at this stage.

```lean
/-- The sequence `q` starts at `1` and obeys the three-term recurrence with diagonal
coefficients `a`, off-diagonal coefficients `b` and spectral parameter `t`. -/
structure ThreeTerm (a b : ℕ → ℝ) (t : ℝ) (q : ℕ → ℝ) : Prop where
  zero : q 0 = 1
  first : t * q 0 = a 0 * q 0 + b 1 * q 1
  step : ∀ k, t * q (k + 1) = b (k + 1) * q k + a (k + 1) * q (k + 1) + b (k + 2) * q (k + 2)
```

## The truncated matrix

In an orthonormal site basis the Hamiltonian has a_i on the diagonal and b_(i+1) between sites i and i+1. The function `entry` writes this as a sum of three conditional terms, of which at most one is active for given i and j.

```lean
/-- Matrix element between sites `i` and `j` of a chain with site energies `a`, where
`b (k + 1)` couples the sites `k` and `k + 1`. -/
def entry (a b : ℕ → ℝ) (i j : ℕ) : ℝ :=
  (if j = i then a i else 0) + (if j = i + 1 then b j else 0) + (if j + 1 = i then b i else 0)
```

Keeping the first N sites gives the Jacobi matrix J, with rows and columns indexed by `Fin N`, that is, by 0, ..., N−1.

```lean
/-- The Jacobi matrix truncated to the first `N` sites. -/
def jacobi (a b : ℕ → ℝ) (N : ℕ) : Matrix (Fin N) (Fin N) ℝ :=
  Matrix.of fun i j => entry a b i j
```

Each element next to the diagonal is the coupling labelled by the larger of its two indices, and elements further out are zero, so exchanging i and j changes nothing and J is symmetric. The proof splits into the possible cases. `omega` discards those with contradictory indices, and the others agree after substitution.

```lean
/-- The Jacobi matrix is symmetric. -/
theorem jacobi_isSymm (a b : ℕ → ℝ) (N : ℕ) : (jacobi a b N).IsSymm := by
  ext i j
  change entry a b j i = entry a b i j
  generalize (i : ℕ) = m
  generalize (j : ℕ) = n
  unfold entry
  split_ifs <;> first | (exfalso; omega) | (subst_vars; simp)
```

## Rows acting on a sequence with a node at site N

Let w be any sequence with w_N = 0. Row i of J w is a sum over the sites that were kept:

(J w)_i = Σ_(j<N) J_ij w_j.

```lean
/-- The action of the Jacobi matrix on a sequence, written as a sum over sites. -/
theorem jacobi_mulVec_eq_sum (a b w : ℕ → ℝ) {N : ℕ} (i : Fin N) :
    (jacobi a b N *ᵥ fun j => w j) i = ∑ j ∈ Finset.range N, entry a b i j * w j :=
  Fin.sum_univ_eq_sum_range (fun j => entry a b i j * w j) N
```

In the first row only j = 0 and j = 1 contribute, so

(J w)_0 = a_0 w_0 + b_1 w_1.

If N = 1, site 1 is absent from the matrix, but then w_1 = w_N = 0 and the formula still holds. This case distinction is `hlast` in the proof.

```lean
/-- First row of the Jacobi matrix acting on a sequence that vanishes at site `N`. -/
theorem jacobi_row_zero (a b : ℕ → ℝ) {w : ℕ → ℝ} {N : ℕ} (hN : 0 < N) (hw : w N = 0) :
    (jacobi a b N *ᵥ fun j => w j) ⟨0, hN⟩ = a 0 * w 0 + b 1 * w 1 := by
  have hlast : (if 1 < N then b 1 * w 1 else 0) = b 1 * w 1 := by
    by_cases h : 1 < N
    · exact if_pos h
    · have e : 1 = N := by omega
      rw [if_neg h, e, hw, mul_zero]
  rw [jacobi_mulVec_eq_sum]
  simp only [entry, add_mul, ite_mul, zero_mul, Finset.sum_add_distrib, zero_add,
    Nat.succ_ne_zero, if_false, add_zero, Finset.sum_ite_eq',
    Finset.mem_range, hN, if_true]
  rw [hlast]
```

For a later row k+1 < N the same reasoning gives

(J w)_(k+1) = b_(k+1) w_k + a_(k+1) w_(k+1) + b_(k+2) w_(k+2).

The last term is missing from the matrix only when k+2 = N, and there it is zero. Cutting the chain costs nothing when the amplitude has a node just beyond the cut.

```lean
/-- Every later row of the Jacobi matrix acting on a sequence that vanishes at site `N`. -/
theorem jacobi_row_succ (a b : ℕ → ℝ) {w : ℕ → ℝ} {N k : ℕ} (hk : k + 1 < N) (hw : w N = 0) :
    (jacobi a b N *ᵥ fun j => w j) ⟨k + 1, hk⟩ =
      b (k + 1) * w k + a (k + 1) * w (k + 1) + b (k + 2) * w (k + 2) := by
  have hlast : (if k + 1 + 1 < N then b (k + 1 + 1) * w (k + 1 + 1) else 0)
      = b (k + 2) * w (k + 2) := by
    by_cases h : k + 1 + 1 < N
    · exact if_pos h
    · have e : k + 2 = N := by omega
      rw [if_neg h, e, hw, mul_zero]
  have hk' : k < N := by omega
  rw [jacobi_mulVec_eq_sum]
  simp only [entry, add_mul, ite_mul, zero_mul, Finset.sum_add_distrib, add_left_inj,
    Finset.sum_ite_eq', Finset.mem_range, hk, hk', if_true]
  rw [hlast]
  ring
```

## A node at site N makes t an energy level

Put w = q with q_N = 0. The right-hand sides of the two row formulas are now those of the recurrence, so

(J q)_i = t q_i for every i < N.

The vector is not zero, because its first component is 1.

The theorem states all three facts: J is symmetric, (q_0, ..., q_(N−1)) is nonzero, and J q = t q. In Lean, `*ᵥ` is the matrix acting on a vector and `•` is multiplication by a scalar. The hypothesis `0 < N` already follows from q_0 = 1 and q_N = 0; it is there to supply the index of the first component, which shows that the vector is not zero. The proof treats row 0 and rows k+1 separately and chains each row formula to the matching line of the recurrence.

```lean
/-- If `q N = 0`, the values `q 0, ..., q (N - 1)` form a nonzero eigenvector of the symmetric
truncated Jacobi matrix, with eigenvalue `t`. -/
theorem jacobi_eigenvector {a b q : ℕ → ℝ} {t : ℝ} {N : ℕ} (h : ThreeTerm a b t q)
    (hN : 0 < N) (hq : q N = 0) :
    (jacobi a b N).IsSymm ∧ (fun i : Fin N => q i) ≠ 0 ∧
      (jacobi a b N *ᵥ fun i => q i) = t • fun i : Fin N => q i := by
  refine ⟨jacobi_isSymm a b N, ?_, ?_⟩
  · -- the first component equals one
    intro h0
    have h1 : q 0 = 0 := congrFun h0 ⟨0, hN⟩
    rw [h.zero] at h1
    exact one_ne_zero h1
  · -- row by row, the eigenvalue equation is the recurrence
    ext ⟨i, hi⟩
    cases i with
    | zero => exact (jacobi_row_zero a b hi hq).trans h.first.symm
    | succ k => exact (jacobi_row_succ a b hi hq).trans (h.step k).symm
```

## Every eigenvector for t is a multiple of q

For the converse, suppose b_1, ..., b_N are all nonzero and J v = t v with v ≠ 0. Extend v by zero beyond the chain to a sequence w, so that w_N = 0 and the row formulas apply. The first row gives

b_1 w_1 = (t − a_0) w_0 = w_0 b_1 q_1,

hence w_1 = w_0 q_1. If w_n = w_0 q_n and w_(n+1) = w_0 q_(n+1), the next row gives

b_(n+2) w_(n+2) = (t − a_(n+1)) w_(n+1) − b_(n+1) w_n = w_0 b_(n+2) q_(n+2),

and dividing by b_(n+2) continues the induction. If w_0 were zero, all of v would vanish, so w_0 ≠ 0. The last row then yields 0 = w_N = w_0 q_N, and therefore q_N = 0.

Nonzero couplings mean that the chain is not broken into independent fragments. The last one, b_N, is not an element of J; it only links the final row to q_N. In the proof, `key` carries two consecutive amplitudes because the recurrence is of second order, and `mul_left_cancel₀` is the division by the coupling.

```lean
/-- Conversely, if the couplings `b 1, ..., b N` are nonzero and `t` is an eigenvalue of the
truncated matrix, then `q N = 0` and each eigenvector for `t` is a nonzero multiple of `q`. -/
theorem zero_of_jacobi_eigenvector {a b q : ℕ → ℝ} {t : ℝ} {N : ℕ} (h : ThreeTerm a b t q)
    (hb : ∀ k < N, b (k + 1) ≠ 0) {v : Fin N → ℝ} (hv : v ≠ 0)
    (hJ : jacobi a b N *ᵥ v = t • v) :
    q N = 0 ∧ ∃ c : ℝ, c ≠ 0 ∧ v = c • fun i : Fin N => q i := by
  -- extend the eigenvector by zero beyond the end of the chain
  obtain ⟨w, hwv, hwN⟩ : ∃ w : ℕ → ℝ, (fun j : Fin N => w j) = v ∧ w N = 0 :=
    ⟨fun j => if hj : j < N then v ⟨j, hj⟩ else 0, by ext j; simp, by simp⟩
  subst hwv
  -- the recurrence fixes all components in terms of the first
  have key : ∀ k, k + 1 ≤ N → w k = w 0 * q k ∧ w (k + 1) = w 0 * q (k + 1) := by
    intro k
    induction k with
    | zero =>
      intro hk
      have hr : a 0 * w 0 + b 1 * w 1 = t * w 0 :=
        (jacobi_row_zero a b hk hwN).symm.trans (congrFun hJ ⟨0, hk⟩)
      have e : b 1 * w 1 = b 1 * (w 0 * q 1) := by
        linear_combination hr + w 0 * h.first - w 0 * (t - a 0) * h.zero
      exact ⟨by rw [h.zero, mul_one], mul_left_cancel₀ (hb 0 hk) e⟩
    | succ n ih =>
      intro hk
      obtain ⟨h0, h1⟩ := ih (by omega)
      have hr : b (n + 1) * w n + a (n + 1) * w (n + 1) + b (n + 2) * w (n + 2)
          = t * w (n + 1) :=
        (jacobi_row_succ a b hk hwN).symm.trans (congrFun hJ ⟨n + 1, hk⟩)
      have e : b (n + 2) * w (n + 2) = b (n + 2) * (w 0 * q (n + 2)) := by
        linear_combination hr + w 0 * h.step n - b (n + 1) * h0 - (a (n + 1) - t) * h1
      exact ⟨h1, mul_left_cancel₀ (hb (n + 1) hk) e⟩
  have hw0 : w 0 ≠ 0 := by
    intro h0
    apply hv
    ext i
    have hi := (key i i.2).1
    rw [h0, zero_mul] at hi
    exact hi
  refine ⟨?_, w 0, hw0, ?_⟩
  · cases N with
    | zero => exact absurd (Subsingleton.elim _ _) hv
    | succ m =>
      have hm := (key m le_rfl).2
      rw [hwN] at hm
      exact (mul_eq_zero.mp hm.symm).resolve_left hw0
  · ext i
    exact (key i i.2).1
```

## Orthogonality of orbitals at different energies

Let q and p solve the recurrence with the same a and b, at energies t and s. The Christoffel–Darboux identity is

(t − s) Σ_(k=0..n) q_k p_k = b_(n+1) (q_(n+1) p_n − q_n p_(n+1)).

For n = 0, multiply the first line for q by p_0 and that for p by q_0, then subtract. The a_0 terms cancel. For the step from n to n+1, the same subtraction on the general line gives

(t − s) q_(n+1) p_(n+1) = b_(n+1) (q_n p_(n+1) − q_(n+1) p_n) + b_(n+2) (q_(n+2) p_(n+1) − q_(n+1) p_(n+2)).

Its first term cancels the right-hand side inherited from n, and the second is the new right-hand side. The `linear_combination` calls name exactly these multiples of the recurrence.

```lean
/-- Christoffel–Darboux identity for two solutions with spectral parameters `t` and `s`. -/
theorem christoffel_darboux {a b q p : ℕ → ℝ} {t s : ℝ} (hq : ThreeTerm a b t q)
    (hp : ThreeTerm a b s p) (n : ℕ) :
    (t - s) * ∑ k ∈ Finset.range (n + 1), q k * p k =
      b (n + 1) * (q (n + 1) * p n - q n * p (n + 1)) := by
  induction n with
  | zero =>
    simp only [zero_add, Finset.sum_range_one]
    linear_combination p 0 * hq.first - q 0 * hp.first
  | succ n ih =>
    rw [Finset.sum_range_succ]
    linear_combination ih + p (n + 1) * hq.step n - q (n + 1) * hp.step n
```

If both solutions vanish at site N and t ≠ s, take n = N − 1. The right-hand side is zero, and division by t − s leaves

Σ_(k<N) q_k p_k = 0.

This sum runs over sites at two different energies. It is distinct from the orthogonality of two polynomials of different degree under an integral over t, for which the theorem makes no statement.

```lean
/-- The vectors belonging to two distinct spectral parameters at which the solution vanishes
at site `N` are orthogonal. -/
theorem orthogonal_of_zeros {a b q p : ℕ → ℝ} {t s : ℝ} {N : ℕ} (hq : ThreeTerm a b t q)
    (hp : ThreeTerm a b s p) (hts : t ≠ s) (hqN : q N = 0) (hpN : p N = 0) :
    ∑ k ∈ Finset.range N, q k * p k = 0 := by
  cases N with
  | zero => simp
  | succ n =>
    have h := christoffel_darboux hq hp n
    rw [hqN, hpN, zero_mul, mul_zero, sub_zero, mul_zero] at h
    exact (mul_eq_zero.mp h).resolve_left (sub_ne_zero.mpr hts)
```

## Standing waves on a uniform chain

Set every site energy to α and every coupling to β. For sin θ ≠ 0, try

q_k = sin((k+1)θ) / sin θ, t = α + 2β cos θ.

Then q_0 = 1 and q_1 = sin 2θ / sin θ = 2 cos θ, which is the first line of the recurrence. The general line follows from

sin((k+1)θ) + sin((k+3)θ) = 2 cos θ sin((k+2)θ)

after multiplication by β / sin θ. In the proof both trigonometric identities are called `e`.

```lean
/-- On a uniform chain with site energy `α` and coupling `β`, the standing wave `sin ((k + 1) θ) /
sin θ` solves the recurrence with `t = α + 2 β cos θ`, provided `sin θ ≠ 0`. -/
theorem uniform_chain_witness (α β θ : ℝ) (hθ : Real.sin θ ≠ 0) :
    ThreeTerm (fun _ => α) (fun _ => β) (α + 2 * β * Real.cos θ)
      (fun k => Real.sin (((k : ℝ) + 1) * θ) / Real.sin θ) := by
  refine ⟨by simp [hθ], ?_, ?_⟩
  · have e : Real.sin ((((1 : ℕ) : ℝ) + 1) * θ)
        = 2 * Real.sin ((((0 : ℕ) : ℝ) + 1) * θ) * Real.cos θ := by
      have h0 : (((0 : ℕ) : ℝ) + 1) * θ = θ := by simp
      have h1 : (((1 : ℕ) : ℝ) + 1) * θ = 2 * θ := by push_cast; ring
      rw [h0, h1, Real.sin_two_mul]
    linear_combination (-β / Real.sin θ) * e
  · intro k
    -- sum of the two neighbouring amplitudes
    have e : Real.sin (((k : ℝ) + 1) * θ) + Real.sin ((((k + 2 : ℕ) : ℝ) + 1) * θ)
        = 2 * Real.cos θ * Real.sin ((((k + 1 : ℕ) : ℝ) + 1) * θ) := by
      have h0 : ((k : ℝ) + 1) * θ = (((k + 1 : ℕ) : ℝ) + 1) * θ - θ := by push_cast; ring
      have h2 : (((k + 2 : ℕ) : ℝ) + 1) * θ = (((k + 1 : ℕ) : ℝ) + 1) * θ + θ := by
        push_cast; ring
      rw [h0, h2, Real.sin_sub, Real.sin_add]
      ring
    linear_combination (-β / Real.sin θ) * e
```

It remains to place a node at site N. With θ = mπ/(N+1) and 1 ≤ m ≤ N, the angle lies strictly between 0 and π, so sin θ > 0, while sin((N+1)θ) = sin(mπ) = 0. The eigenvector theorem then gives the Hückel orbital ψ_i = sin((i+1)θ)/sin θ with energy α + 2β cos θ.

The vector ψ is not normalised. Since Σ_(i<N) sin²((i+1)θ) = (N+1)/2, the orbital of unit length has amplitudes √(2/(N+1)) sin((i+1)θ). For N = 2 and m = 1 these are both 1/√2, with energy α + β. For β < 0, the usual sign in Hückel theory, this is the bonding π orbital of ethylene in this model.

```lean
/-- Hückel orbitals of a linear chain of `N` sites: for `θ = m π / (N + 1)` with `1 ≤ m ≤ N`,
the standing wave is a nonzero eigenvector with energy `α + 2 β cos θ`. -/
theorem huckel_chain (α β θ : ℝ) {m N : ℕ} (hm : 1 ≤ m) (hmN : m ≤ N)
    (hθ : θ = m * Real.pi / (N + 1)) :
    let ψ : Fin N → ℝ := fun i => Real.sin (((i : ℕ) + 1 : ℝ) * θ) / Real.sin θ
    ψ ≠ 0 ∧ jacobi (fun _ => α) (fun _ => β) N *ᵥ ψ = (α + 2 * β * Real.cos θ) • ψ := by
  have hN1 : (0 : ℝ) < (N : ℝ) + 1 := by positivity
  have hm0 : (0 : ℝ) < m := by exact_mod_cast hm
  have hlt : (m : ℝ) < (N : ℝ) + 1 := by exact_mod_cast Nat.lt_succ_of_le hmN
  have hpos : 0 < θ := by
    rw [hθ]
    exact div_pos (mul_pos hm0 Real.pi_pos) hN1
  have hpi : θ < Real.pi := by
    rw [hθ, div_lt_iff₀ hN1]
    nlinarith [mul_pos (sub_pos.mpr hlt) Real.pi_pos]
  have hs : Real.sin θ ≠ 0 := (Real.sin_pos_of_pos_of_lt_pi hpos hpi).ne'
  -- the wave has a node at the first site beyond the chain
  have hnode : Real.sin (((N : ℝ) + 1) * θ) / Real.sin θ = 0 := by
    have e : ((N : ℝ) + 1) * θ = m * Real.pi := by
      rw [hθ]
      exact mul_div_cancel₀ _ hN1.ne'
    rw [e, Real.sin_nat_mul_pi, zero_div]
  exact (jacobi_eigenvector (uniform_chain_witness α β θ hs) (by omega) hnode).2

end JacobiMatrixEigenvectors
```

```lean
#print axioms JacobiMatrixEigenvectors.jacobi_eigenvector
#print axioms JacobiMatrixEigenvectors.zero_of_jacobi_eigenvector
#print axioms JacobiMatrixEigenvectors.orthogonal_of_zeros
#print axioms JacobiMatrixEigenvectors.huckel_chain
```

```
'JacobiMatrixEigenvectors.jacobi_eigenvector' depends on axioms: [propext, Classical.choice, Quot.sound]
'JacobiMatrixEigenvectors.zero_of_jacobi_eigenvector' depends on axioms: [propext, Classical.choice, Quot.sound]
'JacobiMatrixEigenvectors.orthogonal_of_zeros' depends on axioms: [propext, Classical.choice, Quot.sound]
'JacobiMatrixEigenvectors.huckel_chain' depends on axioms: [propext, Classical.choice, Quot.sound]
```

## Scope, a polynomial version and the residual without a node

For a finite, non-interacting chain with real, nonzero nearest-neighbour couplings and no overlap between sites, the result turns the search for energy levels into a search for zeros of q_N as t varies. With positive couplings and exact arithmetic, the same correspondence gives the nodes of an N-point Gauss quadrature rule as eigenvalues of J.

The q_k could also have been defined as polynomials in t, by solving the recurrence for its highest term. That definition needs nonzero couplings from the outset. In return, q would exist and be unique for every t, and the hypothesis q_N = 0 would read "t is a root of the N-th polynomial", which opens the way to counting roots by degree. The version above takes a solution at one value of t as given, and its main theorem also covers vanishing couplings.

The row-by-row argument also says what happens when q_N is not zero. Only the last row changes, and

J q = t q − b_N q_N e,

where q is cut to its first N components and e is the unit vector on site N−1. Because J is symmetric, some eigenvalue of J then lies within |b_N q_N| / ‖q‖ of t, where ‖q‖ is the Euclidean length of the truncated vector. A small amplitude beyond the cut, weighted by its coupling, therefore signals a nearby energy level.
